# In a neutral Thomas–Fermi atom, the integral of \(n/r\) is \(-Z\chi'(0)/b\), which is \(-dE/dZ\) for \(E=\tfrac37\chi'(0)Z^2/b\)

The slope of the screening function at the nucleus is defined here as a one-sided derivative. The screening function \(\chi(x)\) has a physical meaning only for \(x\ge 0\), while a Lean function `χ : ℝ → ℝ` also has values at negative \(x\). An ordinary derivative at \(0\) would depend on those values, so \(\chi'\) is taken within the half-line \([0,\infty)\).

A second choice concerns the total energy \(E\) of the atom. It enters as the formula \(E(Z)=c\,\chi'(0)Z^2/b\), not as the minimum of a functional. Here \(c\) is a numerical prefactor, equal to \(3/7\) in Thomas–Fermi theory, and \(b\) is the Thomas–Fermi length, which is proportional to \(Z^{-1/3}\). The relation \(dE/dZ=-\int n/r\) has the form of the Hellmann–Feynman theorem, but here it is an identity between two explicit expressions, obtained without a variational argument.

```lean
import Mathlib

open Set Filter MeasureTheory Topology

noncomputable section

namespace ThomasFermiNuclearPotential

/-- The slope `χ'(x)` of a screening function on the half-line `x ≥ 0`, one-sided at the
origin. -/
def screeningSlope (χ : ℝ → ℝ) (x : ℝ) : ℝ := derivWithin χ (Ici 0) x
```

## The screening function, the density and the energy formula

Let \(Z>0\) be the nuclear charge, \(r\) the distance from the nucleus, \(b\) the Thomas–Fermi length and \(x=r/b\). In atomic units the total electrostatic potential is \(Z\chi(x)/r\), and the Thomas–Fermi equation is

\[
\chi''(x)=\frac{\chi(x)^{3/2}}{x^{1/2}},\qquad x>0 .
\]

The structure `IsScreening` collects four assumptions: \(\chi\ge0\), \(\chi\) is \(C^1\) up to and including the origin, the equation holds for \(x>0\), and \(\chi'\to0\) at infinity. The field `equation` says that the slope has the required derivative; at positive \(x\) the one-sided convention makes no difference, so this is the usual second-order equation. The condition at infinity stands for a neutral atom, whose electrons screen the nucleus completely. The existence of a nonzero \(\chi\) of this kind is assumed, not derived.

```lean
/-- A nonnegative screening function, continuously differentiable on `x ≥ 0`, that solves the
Thomas-Fermi equation `χ'' = χ^(3/2) / x^(1/2)` for `x > 0` and whose slope vanishes at
infinity. -/
structure IsScreening (χ : ℝ → ℝ) : Prop where
  nonneg : ∀ x, 0 ≤ x → 0 ≤ χ x
  smooth : ContDiffOn ℝ 1 χ (Ici 0)
  equation : ∀ x, 0 < x →
    HasDerivAt (screeningSlope χ) (χ x ^ (3 / 2 : ℝ) / x ^ (1 / 2 : ℝ)) x
  slope_tendsto : Tendsto (screeningSlope χ) atTop (𝓝 0)
```

The length is \(b=b_0Z^{-1/3}\). The constant \(b_0\) expresses the balance between the kinetic energy of a uniform electron gas and the Coulomb energy; its physical value is \(\tfrac12(3\pi/4)^{2/3}\) Bohr radii, but the theorems hold for every \(b_0>0\).

```lean
/-- The Thomas-Fermi length `b = b₀ Z^(-1/3)`, for nuclear charge `Z > 0`. -/
def radius (b₀ Z : ℝ) : ℝ := b₀ * Z ^ (-(1 / 3) : ℝ)
```

The electron number density is

\[
n(r)=\frac{Z}{4\pi b^3}\left(\frac{\chi(x)}{x}\right)^{3/2}.
\]

```lean
/-- The electron density `n(r) = Z (χ(x)/x)^(3/2) / (4π b³)` with `x = r/b`, for `r > 0`,
`b₀ > 0` and `Z > 0`. -/
def density (b₀ : ℝ) (χ : ℝ → ℝ) (Z r : ℝ) : ℝ :=
  Z / (4 * Real.pi * radius b₀ Z ^ 3) *
    (χ (r / radius b₀ Z) / (r / radius b₀ Z)) ^ (3 / 2 : ℝ)
```

For a spherical density, the integral of \(n/r\) over space is \(\int_0^\infty 4\pi r\,n(r)\,dr\). This is `nuclearPotential`. It is counted as positive; the electrons' electrostatic potential at the nucleus is its negative, because their charge is negative.

```lean
/-- The integral of `n/r` over space, written radially as the integral of `4π r n(r)` over
`r > 0`. -/
def nuclearPotential (b₀ : ℝ) (χ : ℝ → ℝ) (Z : ℝ) : ℝ :=
  ∫ r in Ioi (0 : ℝ), 4 * Real.pi * r * density b₀ χ Z r
```

The energy formula keeps its prefactor \(c\) free, so that the value \(3/7\) can be tested. When \(Z\) varies, \(\chi\) stays the same function and \(b\) changes. With the physical boundary value \(\chi(0)=1\), which the theorems do not require, this is a change from one neutral atom to the next.

```lean
/-- The energy formula `E(Z) = c χ'(0) Z² / b` with a numerical prefactor `c`, for `b₀ > 0` and
`Z > 0`. -/
def energy (c b₀ : ℝ) (χ : ℝ → ℝ) (Z : ℝ) : ℝ :=
  c * screeningSlope χ 0 * Z ^ 2 / radius b₀ Z
```

The length \(b\) is positive, which permits the divisions below.

```lean
/-- The Thomas-Fermi length is positive when `b₀` and `Z` are. -/
theorem radius_pos {b₀ Z : ℝ} (hb₀ : 0 < b₀) (hZ : 0 < Z) : 0 < radius b₀ Z :=
  mul_pos hb₀ (Real.rpow_pos_of_pos hZ _)
```

## A primitive for \(4\pi r\,n(r)\)

Put \(P(r)=(Z/b)\,\chi'(r/b)\). The chain rule and the Thomas–Fermi equation give

\[
P'(r)=\frac{Z}{b^2}\chi''(x)=\frac{Z}{b^2}\frac{\chi(x)^{3/2}}{x^{1/2}} .
\]

Inserting \(r=bx\) into the density gives the same expression:

\[
4\pi r\,n(r)=4\pi bx\,\frac{Z}{4\pi b^3}\,\frac{\chi(x)^{3/2}}{x^{3/2}}
=\frac{Z}{b^2}\frac{\chi(x)^{3/2}}{x^{1/2}} .
\]

In the proof, `h2` is the chain rule, `h32` splits \(x^{3/2}=x\cdot x^{1/2}\), and `key` is the remaining algebra, with \(\chi^{3/2}\) replaced by an arbitrary number and \(x^{1/2}\) by a positive one. The assumption \(\chi\ge0\) allows the power of the quotient \(\chi/x\) to be split.

```lean
/-- For a Thomas-Fermi screening function and `b₀, Z, r > 0`, the function `(Z/b) χ'(r/b)` has
radial derivative `4π r n(r)`. -/
theorem hasDerivAt_potential {b₀ Z r : ℝ} {χ : ℝ → ℝ} (hχ : IsScreening χ)
    (hb₀ : 0 < b₀) (hZ : 0 < Z) (hr : 0 < r) :
    HasDerivAt (fun y => Z / radius b₀ Z * screeningSlope χ (y / radius b₀ Z))
      (4 * Real.pi * r * density b₀ χ Z r) r := by
  have hb := radius_pos hb₀ hZ
  have hx : 0 < r / radius b₀ Z := div_pos hr hb
  have h1 : HasDerivAt (fun y : ℝ => y / radius b₀ Z) (1 / radius b₀ Z) r :=
    (hasDerivAt_id r).div_const _
  -- chain rule and the Thomas-Fermi equation
  have h2 := (HasDerivAt.comp r (h₂ := screeningSlope χ) (h := fun y => y / radius b₀ Z)
    (hχ.equation _ hx) h1).const_mul (Z / radius b₀ Z)
  refine h2.congr_deriv ?_
  have h32 : (r / radius b₀ Z) ^ (3 / 2 : ℝ)
      = r / radius b₀ Z * (r / radius b₀ Z) ^ (1 / 2 : ℝ) := by
    rw [show (3 / 2 : ℝ) = 1 + 1 / 2 by norm_num, Real.rpow_add hx, Real.rpow_one]
  have key : ∀ A q x b : ℝ, 0 < q → 0 < x → 0 < b →
      Z / b * (A / q * (1 / b))
        = 4 * Real.pi * (b * x) * (Z / (4 * Real.pi * b ^ 3) * (A / (x * q))) := by
    intro A q x b hq hx hb
    have hpi := Real.pi_pos
    field_simp
  have h3 := key (χ (r / radius b₀ Z) ^ (3 / 2 : ℝ)) _ _ _
    (Real.rpow_pos_of_pos hx (1 / 2)) hx hb
  have hbr : radius b₀ Z * (r / radius b₀ Z) = r := by field_simp
  rw [hbr] at h3
  rw [density, Real.div_rpow (hχ.nonneg _ hx.le) hx.le, h32]
  exact h3
```

## Electrons beyond a radius \(R\)

The integrand \(4\pi r\,n\) is nonnegative, and \(P(r)\to0\) as \(r\to\infty\). For \(R\ge0\) and \(L>R\),

\[
\int_R^L4\pi r\,n\,dr=P(L)-P(R).
\]

The left side never decreases as \(L\) grows, and the right side has a limit, so the integral converges:

\[
\int_R^\infty 4\pi r\,n\,dr=-\frac Zb\,\chi'(R/b).
\]

In Lean, `hc` is the continuity of \(P\) up to the endpoint, `hd` its derivative, `hp` the sign of the integrand and `ht` the limit. Two Mathlib theorems on nonnegative derivatives then give integrability and the value. Continuity at the endpoint matters for \(R=0\), where it comes from the \(C^1\) assumption.

```lean
/-- For a Thomas-Fermi screening function, `b₀, Z > 0` and `R ≥ 0`, the electrons beyond radius
`R` contribute the convergent integral `-(Z/b) χ'(R/b)` of `4π r n(r)`. -/
theorem potential_outside {b₀ Z R : ℝ} {χ : ℝ → ℝ} (hχ : IsScreening χ)
    (hb₀ : 0 < b₀) (hZ : 0 < Z) (hR : 0 ≤ R) :
    IntegrableOn (fun r => 4 * Real.pi * r * density b₀ χ Z r) (Ioi R) ∧
    ∫ r in Ioi R, 4 * Real.pi * r * density b₀ χ Z r
      = -(Z / radius b₀ Z * screeningSlope χ (R / radius b₀ Z)) := by
  have hb := radius_pos hb₀ hZ
  have hS : ContinuousOn (screeningSlope χ) (Ici 0) :=
    hχ.smooth.continuousOn_derivWithin (uniqueDiffOn_Ici 0) le_rfl
  have hc : ContinuousOn
      (fun y => Z / radius b₀ Z * screeningSlope χ (y / radius b₀ Z)) (Ici R) :=
    continuousOn_const.mul (hS.comp (continuous_id.div_const _).continuousOn
      (fun y hy => div_nonneg (hR.trans hy) hb.le))
  have hd : ∀ r ∈ Ioi R, HasDerivAt
      (fun y => Z / radius b₀ Z * screeningSlope χ (y / radius b₀ Z))
      (4 * Real.pi * r * density b₀ χ Z r) r :=
    fun r hr => hasDerivAt_potential hχ hb₀ hZ (lt_of_le_of_lt hR hr)
  have hp : ∀ r ∈ Ioi R, 0 ≤ 4 * Real.pi * r * density b₀ χ Z r := by
    intro r hr
    have hr0 : 0 < r := lt_of_le_of_lt hR hr
    have hx : 0 ≤ r / radius b₀ Z := (div_pos hr0 hb).le
    have hq := Real.rpow_nonneg (div_nonneg (hχ.nonneg _ hx) hx) (3 / 2 : ℝ)
    exact mul_nonneg (by positivity) (mul_nonneg (by positivity) hq)
  have ht : Tendsto (fun y => Z / radius b₀ Z * screeningSlope χ (y / radius b₀ Z))
      atTop (𝓝 0) := by
    have h := (hχ.slope_tendsto.comp (tendsto_id.atTop_div_const hb)).const_mul
      (Z / radius b₀ Z)
    rw [mul_zero] at h
    exact h
  -- a nonnegative derivative whose primitive converges is integrable
  refine ⟨integrableOn_Ioi_deriv_of_nonneg (hc R self_mem_Ici) hd hp ht, ?_⟩
  rw [integral_Ioi_of_hasDerivAt_of_nonneg (hc R self_mem_Ici) hd hp ht, zero_sub]
```

Some condition near the origin is needed. Take \(\chi(x)=144/x^3\) for \(x>0\) and \(\chi(0)=0\). Its slope \(-432/x^4\) tends to zero at infinity, and \(\chi''=1728/x^5=\chi^{3/2}/x^{1/2}\), so only the \(C^1\) assumption fails. Now \(4\pi r\,n=(Z/b^2)\,1728/x^5\), and the integral from \(R=0\) diverges. This \(\chi\) is unbounded near the nucleus, so the example shows only that such a blow-up has to be excluded.

## The derivative of the energy formula

Since \(b=b_0Z^{-1/3}\), we have \(db/dZ=-b/(3Z)\), and therefore

\[
\frac{d}{dZ}\frac{Z^2}{b}=\frac{2Z}{b}+\frac{Z^2}{b^2}\cdot\frac{b}{3Z}=\frac73\,\frac Zb,
\qquad
\frac{dE}{dZ}=\frac73\,c\,\chi'(0)\,\frac Zb .
\]

The proof takes the derivative of \(b\) in `hr`, that of the numerator in `hn`, and combines them by the quotient rule.

```lean
/-- For `b₀, Z > 0` the energy formula has derivative `dE/dZ = (7/3) c χ'(0) Z / b`, the
dependence of `b` on `Z` included. -/
theorem hasDerivAt_energy (c : ℝ) {b₀ Z : ℝ} (χ : ℝ → ℝ) (hb₀ : 0 < b₀) (hZ : 0 < Z) :
    HasDerivAt (energy c b₀ χ) (7 / 3 * c * screeningSlope χ 0 * Z / radius b₀ Z) Z := by
  have hb := (radius_pos hb₀ hZ).ne'
  have hr : HasDerivAt (radius b₀) (-(1 / 3) * radius b₀ Z / Z) Z := by
    have h := (Real.hasDerivAt_rpow_const (x := Z) (p := -(1 / 3))
      (Or.inl hZ.ne')).const_mul b₀
    rw [Real.rpow_sub_one hZ.ne'] at h
    refine h.congr_deriv ?_
    unfold radius
    ring
  have hn : HasDerivAt (fun z : ℝ => c * screeningSlope χ 0 * z ^ 2)
      (c * screeningSlope χ 0 * (2 * Z)) Z := by
    refine ((hasDerivAt_pow 2 Z).const_mul (c * screeningSlope χ 0)).congr_deriv ?_
    norm_num
  refine (hn.fun_div hr hb).congr_deriv ?_
  field_simp
  ring
```

## The integral equals \(-dE/dZ\)

Setting \(R=0\) gives the integral, and setting \(c=3/7\) turns the factor \(\tfrac73c\) into \(1\):

\[
\int_0^\infty4\pi r\,n\,dr=-\frac{Z\chi'(0)}{b}=-\frac{dE}{dZ}.
\]

The theorem has three parts: the integrand is integrable on \(r>0\), the integral has this value, and `energy (3 / 7) b₀ χ` is differentiable at \(Z\) with derivative minus the integral. Integrability is listed separately because Lean gives a divergent integral the value zero, so the equation for the value shows convergence only once \(\chi'(0)\ne0\) is known. That is proved in the next section for \(\chi(0)>0\).

```lean
/-- For a Thomas-Fermi screening function and `b₀, Z > 0`, the integral of `4π r n(r)` converges
to `-Z χ'(0)/b`, and `E(Z) = (3/7) χ'(0) Z²/b` has derivative minus this integral. -/
theorem nuclearPotential_eq_neg_dEdZ {b₀ Z : ℝ} {χ : ℝ → ℝ} (hχ : IsScreening χ)
    (hb₀ : 0 < b₀) (hZ : 0 < Z) :
    IntegrableOn (fun r => 4 * Real.pi * r * density b₀ χ Z r) (Ioi 0) ∧
    nuclearPotential b₀ χ Z = -(Z * screeningSlope χ 0 / radius b₀ Z) ∧
    HasDerivAt (energy (3 / 7) b₀ χ) (-nuclearPotential b₀ χ Z) Z := by
  obtain ⟨hi, hv⟩ := potential_outside hχ hb₀ hZ le_rfl
  have hV : nuclearPotential b₀ χ Z = -(Z * screeningSlope χ 0 / radius b₀ Z) := by
    rw [nuclearPotential, hv, zero_div]
    ring
  refine ⟨hi, hV, (hasDerivAt_energy (3 / 7) χ hb₀ hZ).congr_deriv ?_⟩
  rw [hV]
  ring
```

For a spherical neutral atom without exchange, correlation or gradient corrections, this offers a consistency test for an orbital-free radial solver: the quadrature of \(4\pi r\,n\) should agree with \(-Z\chi'(0)/b\) computed from the initial slope.

## The sign of the initial slope

The right side of the Thomas–Fermi equation is nonnegative, so \(\chi'\) is nondecreasing. Its limit is zero, hence \(\chi'\le0\) everywhere.

Suppose \(\chi(0)>0\) and \(\chi'(0)\ge0\). Then \(0\le\chi'(0)\le\chi'(x)\le0\), so \(\chi'\) vanishes on the half-line and \(\chi''=0\) for \(x>0\). By continuity there is an \(x>0\) with \(\chi(x)>0\), and there the equation gives \(\chi''(x)>0\), a contradiction. Hence \(\chi'(0)<0\).

The proof has the same order: `hm` is the monotonicity, `hle` the upper bound, `hz` the vanishing slope near the chosen \(x\), and `he` the contradictory value of the second derivative.

```lean
/-- A Thomas-Fermi screening function that is positive at the nucleus has a strictly negative
initial slope. -/
theorem initial_slope_neg {χ : ℝ → ℝ} (hχ : IsScreening χ) (h0 : 0 < χ 0) :
    screeningSlope χ 0 < 0 := by
  have hS : ContinuousOn (screeningSlope χ) (Ici 0) :=
    hχ.smooth.continuousOn_derivWithin (uniqueDiffOn_Ici 0) le_rfl
  -- the slope increases towards its limit zero
  have hm : MonotoneOn (screeningSlope χ) (Ici 0) := by
    refine monotoneOn_of_deriv_nonneg (convex_Ici 0) hS ?_ ?_
    · intro x hx
      rw [interior_Ici] at hx
      exact (hχ.equation x hx).differentiableAt.differentiableWithinAt
    · intro x hx
      rw [interior_Ici] at hx
      have hx' : 0 < x := hx
      rw [(hχ.equation x hx').deriv]
      exact div_nonneg (Real.rpow_nonneg (hχ.nonneg x hx'.le) _)
        (Real.rpow_nonneg hx'.le _)
  have hle : ∀ x, 0 ≤ x → screeningSlope χ x ≤ 0 := fun x hx =>
    ge_of_tendsto hχ.slope_tendsto
      ((eventually_ge_atTop x).mono fun y hy => hm hx (hx.trans hy) hy)
  by_contra hneg
  have hge : 0 ≤ screeningSlope χ 0 := not_lt.mp hneg
  have hc : Tendsto χ (𝓝[>] 0) (𝓝 (χ 0)) :=
    (hχ.smooth.continuousOn 0 self_mem_Ici).mono_left (nhdsWithin_mono 0 Ioi_subset_Ici_self)
  obtain ⟨x, hxχ, hx⟩ := ((hc.eventually (lt_mem_nhds h0)).and self_mem_nhdsWithin).exists
  have hx' : 0 < x := hx
  -- a vanishing initial slope would make the slope, hence the curvature, vanish everywhere
  have hz : screeningSlope χ =ᶠ[𝓝 x] fun _ => (0 : ℝ) := by
    filter_upwards [lt_mem_nhds hx'] with y hy
    exact le_antisymm (hle y hy.le) (hge.trans (hm self_mem_Ici hy.le hy.le))
  have he := (hχ.equation x hx').unique ((hasDerivAt_const x (0 : ℝ)).congr_of_eventuallyEq hz)
  have hpos := div_pos (Real.rpow_pos_of_pos hxχ (3 / 2)) (Real.rpow_pos_of_pos hx' (1 / 2))
  exact hpos.ne' he
```

## Only the prefactor \(3/7\) fits

For general \(c\), the relation \(dE/dZ=-\int4\pi r\,n\,dr\) reads

\[
\frac{Z\chi'(0)}{b}\left(\frac73c-1\right)=0 .
\]

If \(\chi(0)>0\), the first factor is nonzero and \(c=3/7\). The zero function also satisfies `IsScreening`, and for it every \(c\) works, so this statement needs an assumption that excludes it. The Lean proof compares two derivatives of the same function, which must agree, and cancels the nonzero factor.

```lean
/-- For a Thomas-Fermi screening function with `χ(0) > 0` and `b₀, Z > 0`, the energy formula
satisfies `dE/dZ = -∫ 4π r n dr` exactly when its prefactor is `3/7`. -/
theorem prefactor_iff (c : ℝ) {b₀ Z : ℝ} {χ : ℝ → ℝ} (hχ : IsScreening χ) (h0 : 0 < χ 0)
    (hb₀ : 0 < b₀) (hZ : 0 < Z) :
    HasDerivAt (energy c b₀ χ) (-nuclearPotential b₀ χ Z) Z ↔ c = 3 / 7 := by
  obtain ⟨-, hV, hE⟩ := nuclearPotential_eq_neg_dEdZ hχ hb₀ hZ
  constructor
  · intro h
    have e := h.unique (hasDerivAt_energy c χ hb₀ hZ)
    rw [hV] at e
    have hne : Z * screeningSlope χ 0 / radius b₀ Z ≠ 0 :=
      div_ne_zero (mul_ne_zero hZ.ne' (initial_slope_neg hχ h0).ne) (radius_pos hb₀ hZ).ne'
    have hp : Z * screeningSlope χ 0 / radius b₀ Z * (7 / 3 * c - 1) = 0 := by
      linear_combination -e
    have := (mul_eq_zero.mp hp).resolve_left hne
    linarith
  · rintro rfl
    exact hE
```

## The electron–nucleus attraction energy

The attraction energy is the integral of \(-(Z/r)\,n\) over space:

\[
\int_0^\infty4\pi r^2\left(-\frac Zr\right)n\,dr
=-Z\int_0^\infty4\pi r\,n\,dr=\frac{Z^2\chi'(0)}{b}=\frac73E .
\]

The first equality is `h`, proved pointwise for \(r>0\); the rest inserts the value of the integral.

```lean
/-- For a Thomas-Fermi screening function and `b₀, Z > 0`, the electron-nucleus attraction
energy, the integral of `-(Z/r) n` over space, is `7/3` of `E(Z) = (3/7) χ'(0) Z²/b`. -/
theorem attraction_energy {b₀ Z : ℝ} {χ : ℝ → ℝ} (hχ : IsScreening χ)
    (hb₀ : 0 < b₀) (hZ : 0 < Z) :
    ∫ r in Ioi (0 : ℝ), 4 * Real.pi * r ^ 2 * (-(Z / r) * density b₀ χ Z r)
      = 7 / 3 * energy (3 / 7) b₀ χ Z := by
  have h : ∫ r in Ioi (0 : ℝ), 4 * Real.pi * r ^ 2 * (-(Z / r) * density b₀ χ Z r)
      = ∫ r in Ioi (0 : ℝ), -Z * (4 * Real.pi * r * density b₀ χ Z r) := by
    refine setIntegral_congr_fun measurableSet_Ioi fun r hr => ?_
    have hr' : r ≠ 0 := ne_of_gt hr
    have hq : r ^ 2 * (Z / r) = Z * r := by field_simp
    linear_combination (-(4 * Real.pi * density b₀ χ Z r)) * hq
  have hV := (nuclearPotential_eq_neg_dEdZ hχ hb₀ hZ).2.1
  rw [nuclearPotential] at hV
  rw [h, integral_const_mul, hV, energy]
  ring

end ThomasFermiNuclearPotential
```

```lean
#print axioms ThomasFermiNuclearPotential.prefactor_iff
-- 'ThomasFermiNuclearPotential.prefactor_iff' depends on axioms: [propext, Classical.choice, Quot.sound]
#print axioms ThomasFermiNuclearPotential.attraction_energy
-- 'ThomasFermiNuclearPotential.attraction_energy' depends on axioms: [propext, Classical.choice, Quot.sound]
```

## Numbers for \(Z=8\)

Measure lengths in units of \(b_0\), so that \(b_0=1\), and energies in the matching Coulomb unit. For \(Z=8\), \(b=8^{-1/3}=\tfrac12\). With \(\chi(0)=1\), numerical integration of the Thomas–Fermi equation gives \(\chi'(0)\approx-1.588\). Then

\[
\int_0^\infty4\pi r\,n\,dr\approx\frac{8\times1.588}{1/2}\approx25.4,
\qquad
E\approx-\frac37\cdot\frac{64\times1.588}{1/2}\approx-87.1 .
\]

The derivative is \(dE/dZ=\tfrac73E/Z\approx-25.4\), as it should be. The attraction energy is \(-128\times1.588\approx-203.3\), which is \(\tfrac73E\).
